# Phonon dressing of electron operators under the Lang-Firsov transformation, for bounded phonon operators

Suppose a change of variables removes the linear electron-phonon coupling from a Holstein-type Hamiltonian, but the hopping term is left as it was. The electron then carries its lattice distortion along at the full bare hopping amplitude. The hopping must be transformed too, and it acquires a phonon factor. Let the transformation be $X\mapsto e^SXe^{-S}$ with $S=\sum_k n_kA_k$, where $n_k$ is the electron density on site $k$ and the $A_k$ are bounded phonon operators that commute with each other and with the electrons. The factor is then $e^{A_i-A_j}$ for a hop from site $j$ to site $i$.

In Lean 4 with Mathlib:

```lean
import Mathlib

open Matrix
open scoped Kronecker
open NormedSpace (exp)

namespace LangFirsov

noncomputable section
```

Let $c_j$ and $d_j$ annihilate and create an electron on site $j$. They obey $\{c_i,c_j\}=\{d_i,d_j\}=0$ and $\{c_i,d_j\}=\delta_{ij}$. In the structure below, `ι` is the set of sites and `R` the ring of operators on the joint electron-phonon space. A typical phonon operator is $A_k=\alpha_k(b_k^\dagger-b_k)$, with $b_k$ the phonon annihilator on site $k$ and $\alpha_k$ a real dimensionless coupling strength, in the Holstein model the coupling energy divided by the phonon energy. Its commutation with the electrons says that the two are separate degrees of freedom. Neither $d_j=c_j^\dagger$ nor $A_k^\dagger=-A_k$ is assumed; together they would make the transformation unitary. Spin is left out; to include it, let the index label site and spin together, with the same phonon operator for both spins of a site.

```lean
/-- Electron annihilators `c`, creators `d` and phonon operators `A` on a set of sites:
the electrons obey the canonical anticommutation relations, and the phonon operators commute
with each other and with all electron operators. -/
structure ElectronPhonon {ι R : Type*} [DecidableEq ι] [Ring R] (c d A : ι → R) : Prop where
  cc : ∀ i j, c i * c j + c j * c i = 0
  dd : ∀ i j, d i * d j + d j * d i = 0
  cd : ∀ i j, c i * d j + d j * c i = if i = j then 1 else 0
  phonon_c : ∀ k j, Commute (A k) (c j)
  phonon_d : ∀ k j, Commute (A k) (d j)
  phonon_phonon : ∀ k l, Commute (A k) (A l)
```

With the site density $n_k=d_kc_k$, the generator on a finite set of sites is $S=\sum_k n_kA_k$. An operator $X$ is transformed to $e^SXe^{-S}$, which fixes the signs below.

```lean
/-- The Lang-Firsov generator `S = ∑ₖ nₖ Aₖ`, with the site density `nₖ = dₖ cₖ`. -/
def generator {ι R : Type*} [Fintype ι] [Ring R] (c d A : ι → R) : R :=
  ∑ k, d k * c k * A k
```

The density counts electrons, so an annihilator lowers it by one:
$$[n_k,c_j]=d_k\{c_k,c_j\}-\{c_j,d_k\}c_k=-\delta_{kj}c_j.$$
In the proof, `noncomm_ring` checks the first equality, and the anticommutation relations then give the second.

```lean
section Algebra

variable {ι R : Type*} [DecidableEq ι] [Ring R] {c d A : ι → R}

/-- The density on site `k` lowers by one under `c j` if `k = j`, and commutes with `c j`
otherwise. -/
theorem number_comm_annihilator (H : ElectronPhonon c d A) (k j : ι) :
    d k * c k * c j - c j * (d k * c k) = if k = j then -c j else 0 := by
  have h : d k * c k * c j - c j * (d k * c k)
      = d k * (c k * c j + c j * c k) - (c j * d k + d k * c j) * c k := by noncomm_ring
  rw [h, H.cc k j, H.cd j k]
  rcases eq_or_ne k j with rfl | hkj
  · simp
  · simp [hkj, hkj.symm]
```

For a creator the same rearrangement gives
$$[n_k,d_j]=d_k\{c_k,d_j\}-\{d_k,d_j\}c_k=\delta_{kj}d_j.$$

```lean
/-- The density on site `k` rises by one under `d j` if `k = j`, and commutes with `d j`
otherwise. -/
theorem number_comm_creator (H : ElectronPhonon c d A) (k j : ι) :
    d k * c k * d j - d j * (d k * c k) = if k = j then d j else 0 := by
  have h : d k * c k * d j - d j * (d k * c k)
      = d k * (c k * d j + d j * c k) - (d k * d j + d j * d k) * c k := by noncomm_ring
  rw [h, H.dd k j, H.cd k j]
  rcases eq_or_ne k j with rfl | hkj
  · simp
  · simp [hkj]
```

Since $A_k$ commutes with the electron operators, it can be moved out of each commutator. Only the term $k=j$ survives the sum:
$$[S,c_j]=\sum_k[n_k,c_j]A_k=-c_jA_j,\qquad [S,d_j]=d_jA_j.$$
The auxiliary statements `hc` and `hd` are the single terms of these sums.

```lean
/-- The commutator of the generator with an electron operator on site `j` returns that operator
times the local phonon operator, with a minus sign for the annihilator. -/
theorem generator_comm [Fintype ι] (H : ElectronPhonon c d A) (j : ι) :
    generator c d A * c j - c j * generator c d A = c j * (-A j) ∧
    generator c d A * d j - d j * generator c d A = d j * A j := by
  have hc : ∀ k, d k * c k * A k * c j - c j * (d k * c k * A k)
      = (if k = j then -c j else 0) * A k := by
    intro k
    rw [← number_comm_annihilator H k j, mul_assoc (d k * c k) (A k), (H.phonon_c k j).eq]
    noncomm_ring
  have hd : ∀ k, d k * c k * A k * d j - d j * (d k * c k * A k)
      = (if k = j then d j else 0) * A k := by
    intro k
    rw [← number_comm_creator H k j, mul_assoc (d k * c k) (A k), (H.phonon_d k j).eq]
    noncomm_ring
  -- only the term of site `j` survives in each sum
  constructor
  · rw [generator, Finset.sum_mul, Finset.mul_sum, ← Finset.sum_sub_distrib,
      Finset.sum_congr rfl (fun k _ => hc k)]
    simp [ite_mul]
  · rw [generator, Finset.sum_mul, Finset.mul_sum, ← Finset.sum_sub_distrib,
      Finset.sum_congr rfl (fun k _ => hd k)]
    simp [ite_mul]
```

Each $A_j$ commutes with $d_k$, $c_k$ and $A_k$, hence with every term of $S$, and so $[S,A_j]=0$.

```lean
/-- The generator commutes with every phonon operator `A j`. -/
theorem generator_commute_phonon [Fintype ι] (H : ElectronPhonon c d A) (j : ι) :
    Commute (generator c d A) (A j) :=
  Commute.sum_left _ _ _ fun k _ =>
    ((H.phonon_d j k).symm.mul_left (H.phonon_c j k).symm).mul_left (H.phonon_phonon k j)

end Algebra
```

Exponentials require convergence, so `R` is from here on a complete normed complex algebra. This admits matrices on a truncated phonon space, but not the unbounded $b_k$ of the full oscillator.

Let $[S,X]=XQ$ and $[S,Q]=0$. The first relation reads $X(S+Q)=SX$, and repeating it gives $X(S+Q)^m=S^mX$ for every $m$. Dividing by $m!$ and summing,
$$Xe^{S+Q}=e^SX.$$
Multiply by $e^{-S}$ on the right. Because $S+Q$ commutes with $S$, the exponents add:
$$e^SXe^{-S}=Xe^{S+Q}e^{-S}=Xe^Q.$$
In the proof, `hs` is the first relation and `key` the summed one, obtained because two series with equal terms have the same sum.

```lean
variable {R : Type*} [NormedRing R] [NormedAlgebra ℂ R] [CompleteSpace R]

/-- If `[S, X] = X Q` and `S` commutes with `Q`, then the transformation generated by `S` multiplies
`X` on the right by `exp Q`. -/
theorem exp_conj {S X Q : R} (h : S * X - X * S = X * Q) (hQ : Commute S Q) :
    exp S * X * exp (-S) = X * exp Q := by
  let : NormedAlgebra ℚ R := NormedAlgebra.restrictScalars ℚ ℂ R
  have hs : SemiconjBy X (S + Q) S := by
    change X * (S + Q) = S * X
    rw [mul_add, ← h]
    abel
  -- move `X` through the exponential series term by term
  have key : X * exp (S + Q) = exp S * X := by
    have h1 : HasSum (fun k : ℕ => X * ((k.factorial : ℂ)⁻¹ • (S + Q) ^ k))
        (X * exp (S + Q)) :=
      (NormedSpace.exp_series_hasSum_exp' (𝕂 := ℂ) (S + Q)).mul_left X
    have h2 : HasSum (fun k : ℕ => ((k.factorial : ℂ)⁻¹ • S ^ k) * X) (exp S * X) :=
      (NormedSpace.exp_series_hasSum_exp' (𝕂 := ℂ) S).mul_right X
    have e : (fun k : ℕ => X * ((k.factorial : ℂ)⁻¹ • (S + Q) ^ k))
        = fun k : ℕ => ((k.factorial : ℂ)⁻¹ • S ^ k) * X := by
      funext k
      rw [mul_smul_comm, smul_mul_assoc, (hs.pow_right k).eq]
    rw [e] at h1
    exact h1.unique h2
  have hcomm : Commute (S + Q) (-S) := ((Commute.refl S).add_left hQ.symm).neg_right
  have hsum : S + Q + -S = Q := by abel
  rw [← key, mul_assoc, ← NormedSpace.exp_add_of_commute hcomm, hsum]
```

On one site, let $[n,c]=-c$ and let $A$ commute with $n$ and $c$. With $S=nA$,
$$[nA,c]=[n,c]A=-cA,$$
so $Q=-A$ and $e^{nA}ce^{-nA}=ce^{-A}$. No anticommutation relation is used.

```lean
/-- One site: if `[n, c] = -c` and `A` commutes with `n` and `c`, the transformation generated
by `n A` turns `c` into `c exp(-A)`. -/
theorem annihilator_dressing {n c A : R} (h : n * c - c * n = -c)
    (hn : Commute A n) (hc : Commute A c) :
    exp (n * A) * c * exp (-(n * A)) = c * exp (-A) := by
  refine exp_conj ?_ (hn.symm.mul_left (Commute.refl A)).neg_right
  calc n * A * c - c * (n * A) = (n * c - c * n) * A := by
        rw [mul_assoc n A c, hc.eq]
        noncomm_ring
    _ = c * (-A) := by rw [h, neg_mul, mul_neg]
```

If instead $[n,d]=d$, with $A$ commuting with $n$ and $d$, then $[nA,d]=dA$. Now $Q=A$, and $e^{nA}de^{-nA}=de^{A}$.

```lean
/-- One site: if `[n, d] = d` and `A` commutes with `n` and `d`, the transformation generated
by `n A` turns `d` into `d exp(A)`. -/
theorem creator_dressing {n d A : R} (h : n * d - d * n = d)
    (hn : Commute A n) (hd : Commute A d) :
    exp (n * A) * d * exp (-(n * A)) = d * exp A := by
  refine exp_conj ?_ (hn.symm.mul_left (Commute.refl A))
  calc n * A * d - d * (n * A) = (n * d - d * n) * A := by
        rw [mul_assoc n A d, hd.eq]
        noncomm_ring
    _ = d * A := by rw [h]
```

For hopping, the product rule gives
$$[S,d_ic_j]=[S,d_i]c_j+d_i[S,c_j]=d_iA_ic_j-d_ic_jA_j=d_ic_j(A_i-A_j).$$
Since $S$ commutes with $Q=A_i-A_j$,
$$e^Sd_ic_je^{-S}=d_ic_je^{A_i-A_j}.$$
In small-polaron theory the phonon average of this factor renormalises the hopping amplitude; here the $A_k$ are bounded and the factor remains an operator, with no average taken. The shift of the phonon operators, which removes the coupling in the full Lang-Firsov treatment, is not derived either, and on a truncated phonon space it is not exact.

```lean
variable {ι : Type*} [Fintype ι] [DecidableEq ι] {c d A : ι → R}

/-- Lang-Firsov transformation of hopping: moving an electron from site `j` to site `i`
acquires the phonon factor `exp(Aᵢ - Aⱼ)`. -/
theorem hopping_dressing (H : ElectronPhonon c d A) (i j : ι) :
    exp (generator c d A) * (d i * c j) * exp (-generator c d A)
      = d i * c j * exp (A i - A j) := by
  refine exp_conj ?_ ((generator_commute_phonon H i).sub_right (generator_commute_phonon H j))
  -- product rule for the commutator
  calc generator c d A * (d i * c j) - d i * c j * generator c d A
      = (generator c d A * d i - d i * generator c d A) * c j
        + d i * (generator c d A * c j - c j * generator c d A) := by noncomm_ring
    _ = d i * (A i * c j) + d i * (c j * (-A j)) := by
        rw [(generator_comm H i).2, (generator_comm H j).1, mul_assoc]
    _ = d i * c j * (A i - A j) := by
        rw [(H.phonon_c i j).eq]
        noncomm_ring
```

For $i=j$ the exponent vanishes, so $e^Sn_ie^{-S}=n_i$: the site densities are unchanged.

```lean
/-- The Lang-Firsov transformation leaves the electron density on each site unchanged. -/
theorem density_invariant (H : ElectronPhonon c d A) (i : ι) :
    exp (generator c d A) * (d i * c i) * exp (-generator c d A) = d i * c i := by
  rw [hopping_dressing H i i, sub_self, NormedSpace.exp_zero, mul_one]
```

A concrete model satisfies all these relations. Take two sites, 0 and 1, with basis states ordered as empty, site 0 occupied, site 1 occupied, both occupied. The minus sign in the second matrix is the fermionic exchange sign.

```lean
/-- Annihilators of two fermionic sites on their four-dimensional Fock space. -/
def fockC : Fin 2 → Matrix (Fin 4) (Fin 4) ℂ :=
  ![!![0, 1, 0, 0; 0, 0, 0, 0; 0, 0, 0, 1; 0, 0, 0, 0],
    !![0, 0, 1, 0; 0, 0, 0, -1; 0, 0, 0, 0; 0, 0, 0, 0]]
```

The creators are the transposes. Electron operators act as $c_j\otimes 1$ and $d_j\otimes 1$, and phonon operators as $1\otimes g_kP$, with complex strengths $g_k$ and any matrix $P$ on a finite-dimensional phonon space shared by both sites. The anticommutators $\{c_i,c_j\}$ and $\{c_i,d_j\}$ are checked entry by entry, and transposing the first gives $\{d_i,d_j\}=0$. The remaining relations hold because the tensor factors multiply separately and multiples of one $P$ commute.

```lean
/-- Two fermionic sites coupled with strengths `g k` to any matrix `P` on a finite-dimensional
phonon space satisfy the electron-phonon relations. -/
theorem electronPhonon_witness {m : Type*} [Fintype m] [DecidableEq m]
    (P : Matrix m m ℂ) (g : Fin 2 → ℂ) :
    ElectronPhonon (fun j => fockC j ⊗ₖ (1 : Matrix m m ℂ))
      (fun j => (fockC j)ᵀ ⊗ₖ (1 : Matrix m m ℂ))
      (fun k => (1 : Matrix (Fin 4) (Fin 4) ℂ) ⊗ₖ (g k • P)) := by
  have hcc : ∀ i j, fockC i * fockC j + fockC j * fockC i = 0 := by
    intro i j
    ext a b
    fin_cases i <;> fin_cases j <;> fin_cases a <;> fin_cases b <;>
      simp [fockC]
  have hcd : ∀ i j, fockC i * (fockC j)ᵀ + (fockC j)ᵀ * fockC i
      = if i = j then 1 else 0 := by
    intro i j
    ext a b
    -- expand into entries before inserting the explicit matrices
    simp only [Matrix.add_apply, Matrix.mul_apply, Matrix.transpose_apply, Fin.sum_univ_four]
    fin_cases i <;> fin_cases j <;> fin_cases a <;> fin_cases b <;> simp [fockC]
  have hdd : ∀ i j, (fockC i)ᵀ * (fockC j)ᵀ + (fockC j)ᵀ * (fockC i)ᵀ = 0 := by
    intro i j
    have h := congrArg Matrix.transpose (hcc j i)
    rwa [Matrix.transpose_add, Matrix.transpose_mul, Matrix.transpose_mul,
      Matrix.transpose_zero] at h
  -- electron and phonon factors multiply separately
  constructor
  · intro i j
    simp only [← Matrix.mul_kronecker_mul, mul_one, ← Matrix.add_kronecker, hcc,
      Matrix.zero_kronecker]
  · intro i j
    simp only [← Matrix.mul_kronecker_mul, mul_one, ← Matrix.add_kronecker, hdd,
      Matrix.zero_kronecker]
  · intro i j
    simp only [← Matrix.mul_kronecker_mul, mul_one, ← Matrix.add_kronecker, hcd]
    split_ifs <;> simp
  · intro k j
    simp only [commute_iff_eq, ← Matrix.mul_kronecker_mul, one_mul, mul_one]
  · intro k j
    simp only [commute_iff_eq, ← Matrix.mul_kronecker_mul, one_mul, mul_one]
  · intro k l
    have h : Commute (g k • P) (g l • P) :=
      ((Commute.refl P).smul_left (g k)).smul_right (g l)
    simp only [commute_iff_eq, ← Matrix.mul_kronecker_mul, h.eq]

end

end LangFirsov
```

```lean
#print axioms LangFirsov.annihilator_dressing
#print axioms LangFirsov.creator_dressing
#print axioms LangFirsov.hopping_dressing
#print axioms LangFirsov.density_invariant
```

```
'LangFirsov.annihilator_dressing' depends on axioms: [propext, Classical.choice, Quot.sound]
'LangFirsov.creator_dressing' depends on axioms: [propext, Classical.choice, Quot.sound]
'LangFirsov.hopping_dressing' depends on axioms: [propext, Classical.choice, Quot.sound]
'LangFirsov.density_invariant' depends on axioms: [propext, Classical.choice, Quot.sound]
```
